# Caroli transmission from the spectral function for proportionally coupled leads

## Spectral weight without transmission

Take two disconnected sites with zero on-site energy, the left lead on the first and the right lead on the second. Each lead broadens its site, so the spectral function A is nonzero at the left contact. If each lead has self-energy −i on its site, then Tr(ΓL A) = 4 at energy E = 0, where ΓL is the coupling matrix of the left lead. The transmission is zero, because no path joins the leads. Reading a transmission off the spectral weight at a contact therefore fails in general. It succeeds when the two coupling matrices are proportional, which means that both leads couple to the device orbitals in the same pattern and differ only in overall strength.

## The device at one energy

The device has a finite orthonormal basis, a Hermitian Hamiltonian H and a real energy E. The leads enter through self-energy matrices SL and SR. Write † for the adjoint and define

M = E − H − SL − SR

ΓL = i(SL − SL†), ΓR = i(SR − SR†)

The Green function G satisfies GM = 1, and the spectral function is A = i(G − G†). For matrices X and Y let

T(X,Y) = Tr(X G Y G†)

so that T(ΓL,ΓR) is the Caroli transmission. If ΓL = cΓR with real c > 0, then

T(ΓL,ΓR) = Tr(ΓL A)/(1 + c).

Once ΓL and c are given, the transmission depends on the device only through A. For a non-interacting device with such couplings, a transmission calculation can thus be reduced to a weighted density of states.

## Derivation

Since E is real and H is Hermitian, both cancel in the difference M† − M:

i(M† − M) = i(SL − SL†) + i(SR − SR†) = ΓL + ΓR.

The adjoint of GM = 1 is M†G† = 1. Hence

G(M† − M)G† = G(M†G†) − (GM)G† = G − G†.

Multiplying by i gives

A = G(ΓL + ΓR)G†.

Multiply by any matrix X from the left and take the trace:

Tr(XA) = T(X,ΓL) + T(X,ΓR).

For X = ΓL, the claimed formula holds exactly when T(ΓL,ΓL) = c T(ΓL,ΓR). Proportional coupling ensures this, because the second argument of T is linear:

T(ΓL,ΓL) = T(ΓL,cΓR) = c T(ΓL,ΓR).

Therefore Tr(ΓL A) = (1 + c)T(ΓL,ΓR). Also ΓL + ΓR = (1 + 1/c)ΓL, which gives the form with the total coupling:

T(ΓL,ΓR) = c/(1 + c)² Tr((ΓL + ΓR)A).

## The current integrand

Let fL and fR be the lead occupations, and let the lesser function be

G^< = iG(fL ΓL + fR ΓR)G†.

The left-lead integrand is i Tr[ΓL(G^< + fL(G − G†))]. Its first part is −fL T(ΓL,ΓL) − fR T(ΓL,ΓR), and its second is fL Tr(ΓL A) = fL T(ΓL,ΓL) + fL T(ΓL,ΓR). The terms in T(ΓL,ΓL) cancel, leaving

(fL − fR)T(ΓL,ΓR).

With proportional couplings this is (fL − fR)Tr(ΓL A)/(1 + c). The left-lead integrand is that of the Meir-Wingreen formula, which is best known for interacting devices, but the lesser function used here contains lead terms only, so the result concerns the non-interacting case.

## Reading the Lean statement

The finite type `n` labels the basis, and `Matrix n n ℂ` holds the operators. `broadening SL` is ΓL, `spectral G` is A, and `caroli X Y G` is T(X,Y). The main theorem, `caroli_proportional`, takes three physical hypotheses: `hH` says that H is Hermitian, `hG` is the relation GM = 1, and `hprop` is the proportionality ΓL = cΓR. The last is assumed, not derived from a model of the leads.

Despite its name, `IsRetardedGreen` imposes no causality condition, and the coupling matrices need not be positive. Everything refers to a single energy; the energy integral and the prefactor of the current are absent. There is no interaction self-energy, and the overlap matrix is the identity.

G could also have been defined as the matrix inverse of M, with invertibility of M as the hypothesis. The physical content would be the same, but the proof would first have to recover GM = 1, which the present version takes as its starting point.

## The Lean file

```lean
import Mathlib

open Matrix
open Complex (I)

namespace ProportionalCoupling

noncomputable section

variable {n : Type*} [Fintype n] [DecidableEq n]

/-- Coupling (broadening) matrix `Γ = i (S - S†)` of a lead with self-energy `S`. -/
def broadening (S : Matrix n n ℂ) : Matrix n n ℂ := I • (S - Sᴴ)

/-- Spectral function `A = i (G - G†)`. -/
def spectral (G : Matrix n n ℂ) : Matrix n n ℂ := I • (G - Gᴴ)

/-- The operator `E - H - SL - SR` of a device with Hamiltonian `H` and lead self-energies
`SL`, `SR` at the real energy `E`. -/
def dysonOperator (E : ℝ) (H SL SR : Matrix n n ℂ) : Matrix n n ℂ :=
  (E : ℂ) • (1 : Matrix n n ℂ) - H - SL - SR

/-- `G` solves the Dyson relation `G (E - H - SL - SR) = 1`; no sign or analyticity
condition is imposed on `SL`, `SR`. -/
def IsRetardedGreen (E : ℝ) (H SL SR G : Matrix n n ℂ) : Prop :=
  G * dysonOperator E H SL SR = 1

/-- Caroli trace `Tr (X G Y G†)`; for `X = ΓL`, `Y = ΓR` it is the Caroli transmission. -/
def caroli (X Y G : Matrix n n ℂ) : ℂ := trace (X * G * Y * Gᴴ)

/-- Lesser Green function from the Keldysh equation, `G^< = G i (fL ΓL + fR ΓR) G†`, with lead
occupations `fL`, `fR`. -/
def lesserGreen (ΓL ΓR : Matrix n n ℂ) (fL fR : ℝ) (G : Matrix n n ℂ) : Matrix n n ℂ :=
  G * (I • ((fL : ℂ) • ΓL + (fR : ℂ) • ΓR)) * Gᴴ

/-- Meir-Wingreen current integrand `i Tr [Γ (G^< + f (G - G†))]` of a lead with coupling `Γ`
and occupation `f`. -/
def currentDensity (Γ : Matrix n n ℂ) (f : ℝ) (G Gless : Matrix n n ℂ) : ℂ :=
  I * trace (Γ * (Gless + (f : ℂ) • (G - Gᴴ)))

variable {E : ℝ} {H SL SR G : Matrix n n ℂ}

omit [Fintype n] in
/-- For Hermitian `H` the operator `M = E - H - SL - SR` satisfies `i (M† - M) = ΓL + ΓR`. -/
theorem dyson_antihermitian (E : ℝ) (hH : H.IsHermitian) (SL SR : Matrix n n ℂ) :
    I • ((dysonOperator E H SL SR)ᴴ - dysonOperator E H SL SR)
      = broadening SL + broadening SR := by
  have hE : star (E : ℂ) = E := by simp
  -- `E` and `H` are unchanged by the adjoint
  have hadj : (dysonOperator E H SL SR)ᴴ
      = (E : ℂ) • (1 : Matrix n n ℂ) - H - SLᴴ - SRᴴ := by
    simp only [dysonOperator, conjTranspose_sub, conjTranspose_smul, conjTranspose_one, hE, hH.eq]
  rw [hadj]
  unfold dysonOperator broadening
  module

/-- The spectral function of the device is `A = G (ΓL + ΓR) G†`. -/
theorem spectral_eq (hH : H.IsHermitian) (hG : IsRetardedGreen E H SL SR G) :
    spectral G = G * (broadening SL + broadening SR) * Gᴴ := by
  have h1 : G * dysonOperator E H SL SR = 1 := hG
  have h2 : (dysonOperator E H SL SR)ᴴ * Gᴴ = 1 := by
    rw [← conjTranspose_mul, h1, conjTranspose_one]
  -- resolvent identity between `G` and `G†`
  have h3 : G * ((dysonOperator E H SL SR)ᴴ - dysonOperator E H SL SR) * Gᴴ = G - Gᴴ := by
    calc G * ((dysonOperator E H SL SR)ᴴ - dysonOperator E H SL SR) * Gᴴ
        = G * ((dysonOperator E H SL SR)ᴴ * Gᴴ) - (G * dysonOperator E H SL SR) * Gᴴ := by
          noncomm_ring
      _ = G - Gᴴ := by rw [h1, h2, Matrix.mul_one, Matrix.one_mul]
  rw [← dyson_antihermitian E hH SL SR, Matrix.mul_smul, Matrix.smul_mul, h3, spectral]

/-- Sum rule: `Tr (X A) = Tr (X G ΓL G†) + Tr (X G ΓR G†)` for every matrix `X`. -/
theorem trace_spectral (hH : H.IsHermitian) (hG : IsRetardedGreen E H SL SR G)
    (X : Matrix n n ℂ) :
    trace (X * spectral G) = caroli X (broadening SL) G + caroli X (broadening SR) G := by
  rw [spectral_eq hH hG]
  unfold caroli
  rw [← trace_add]
  congr 1
  noncomm_ring

/-- For `c > 0` the transmission equals `Tr (ΓL A) / (1 + c)` exactly when
`Tr (ΓL G ΓL G†) = c Tr (ΓL G ΓR G†)`. -/
theorem caroli_eq_spectral_iff (hH : H.IsHermitian) (hG : IsRetardedGreen E H SL SR G)
    {c : ℝ} (hc : 0 < c) :
    caroli (broadening SL) (broadening SR) G = trace (broadening SL * spectral G) / (1 + (c : ℂ))
      ↔ caroli (broadening SL) (broadening SL) G
          = (c : ℂ) * caroli (broadening SL) (broadening SR) G := by
  have hc' : (1 + (c : ℂ)) ≠ 0 := by exact_mod_cast (by linarith : (0 : ℝ) < 1 + c).ne'
  rw [trace_spectral hH hG, eq_div_iff hc']
  constructor
  · intro h
    linear_combination -h
  · intro h
    linear_combination -h

/-- For Hermitian `H` and proportional couplings `ΓL = c ΓR` with `c > 0`, the Caroli
transmission is `Tr (ΓL G ΓR G†) = Tr (ΓL A) / (1 + c)`. -/
theorem caroli_proportional (hH : H.IsHermitian) (hG : IsRetardedGreen E H SL SR G)
    {c : ℝ} (hc : 0 < c) (hprop : broadening SL = (c : ℂ) • broadening SR) :
    caroli (broadening SL) (broadening SR) G
      = trace (broadening SL * spectral G) / (1 + (c : ℂ)) := by
  rw [caroli_eq_spectral_iff hH hG hc]
  -- replace the second `ΓL` by `c ΓR` and pull out the factor
  calc caroli (broadening SL) (broadening SL) G
      = caroli (broadening SL) ((c : ℂ) • broadening SR) G :=
        congrArg (fun Y => caroli (broadening SL) Y G) hprop
    _ = (c : ℂ) * caroli (broadening SL) (broadening SR) G := by
        simp only [caroli, Matrix.mul_smul, Matrix.smul_mul, trace_smul, smul_eq_mul]

/-- For proportional couplings the transmission is `c / (1 + c)² Tr ((ΓL + ΓR) A)`. -/
theorem caroli_proportional_total (hH : H.IsHermitian) (hG : IsRetardedGreen E H SL SR G)
    {c : ℝ} (hc : 0 < c) (hprop : broadening SL = (c : ℂ) • broadening SR) :
    caroli (broadening SL) (broadening SR) G
      = (c : ℂ) / (1 + (c : ℂ)) ^ 2 * trace ((broadening SL + broadening SR) * spectral G) := by
  have hc' : (1 + (c : ℂ)) ≠ 0 := by exact_mod_cast (by linarith : (0 : ℝ) < 1 + c).ne'
  rw [caroli_proportional hH hG hc hprop, hprop]
  simp only [Matrix.add_mul, Matrix.smul_mul, trace_add, trace_smul, smul_eq_mul]
  field_simp
  ring

/-- Two proportionally coupled devices with the same ratio `c`, the same `ΓL` and the same
spectral function have the same transmission. -/
theorem caroli_eq_of_spectral_eq {E' : ℝ} {H' SL' SR' G' : Matrix n n ℂ}
    (hH : H.IsHermitian) (hG : IsRetardedGreen E H SL SR G)
    (hH' : H'.IsHermitian) (hG' : IsRetardedGreen E' H' SL' SR' G')
    {c : ℝ} (hc : 0 < c) (hprop : broadening SL = (c : ℂ) • broadening SR)
    (hprop' : broadening SL' = (c : ℂ) • broadening SR')
    (hL : broadening SL = broadening SL') (hA : spectral G = spectral G') :
    caroli (broadening SL) (broadening SR) G = caroli (broadening SL') (broadening SR') G' := by
  rw [caroli_proportional hH hG hc hprop, caroli_proportional hH' hG' hc hprop', hL, hA]

/-- With the Keldysh lesser function, the current integrand of the left lead equals
`(fL - fR)` times the Caroli transmission. -/
theorem currentDensity_eq_caroli (hH : H.IsHermitian) (hG : IsRetardedGreen E H SL SR G)
    (fL fR : ℝ) :
    currentDensity (broadening SL) fL G (lesserGreen (broadening SL) (broadening SR) fL fR G)
      = ((fL : ℂ) - (fR : ℂ)) * caroli (broadening SL) (broadening SR) G := by
  -- the lesser part
  have hless : trace (broadening SL * lesserGreen (broadening SL) (broadening SR) fL fR G)
      = I * ((fL : ℂ) * caroli (broadening SL) (broadening SL) G
          + (fR : ℂ) * caroli (broadening SL) (broadening SR) G) := by
    simp only [lesserGreen, caroli, Matrix.mul_add, Matrix.add_mul, Matrix.mul_smul,
      Matrix.smul_mul, trace_add, trace_smul, smul_eq_mul, Matrix.mul_assoc]
  -- the spectral part, by the sum rule
  have hspec : I * trace (broadening SL * (G - Gᴴ))
      = caroli (broadening SL) (broadening SL) G + caroli (broadening SL) (broadening SR) G := by
    rw [← trace_spectral hH hG (broadening SL), spectral, Matrix.mul_smul, trace_smul,
      smul_eq_mul]
  unfold currentDensity
  rw [Matrix.mul_add, trace_add, hless, Matrix.mul_smul, trace_smul, smul_eq_mul]
  linear_combination (fL : ℂ) * hspec
    + ((fL : ℂ) * caroli (broadening SL) (broadening SL) G
        + (fR : ℂ) * caroli (broadening SL) (broadening SR) G) * Complex.I_mul_I

/-- For proportional couplings the current integrand of the left lead equals
`(fL - fR) Tr (ΓL A) / (1 + c)`. -/
theorem currentDensity_proportional (hH : H.IsHermitian) (hG : IsRetardedGreen E H SL SR G)
    {c : ℝ} (hc : 0 < c) (hprop : broadening SL = (c : ℂ) • broadening SR) (fL fR : ℝ) :
    currentDensity (broadening SL) fL G (lesserGreen (broadening SL) (broadening SR) fL fR G)
      = ((fL : ℂ) - (fR : ℂ)) * (trace (broadening SL * spectral G) / (1 + (c : ℂ))) := by
  rw [currentDensity_eq_caroli hH hG, caroli_proportional hH hG hc hprop]

/-- Dimer Hamiltonian with zero on-site energies and unit hopping. -/
def dimerH : Matrix (Fin 2) (Fin 2) ℂ := !![0, 1; 1, 0]

/-- Left self-energy `-2i` on the first site of the dimer. -/
def dimerSL : Matrix (Fin 2) (Fin 2) ℂ := !![-2 * I, 0; 0, 0]

/-- Right self-energy `-i` on the first site of the dimer. -/
def dimerSR : Matrix (Fin 2) (Fin 2) ℂ := !![-I, 0; 0, 0]

/-- Green function of the dimer at energy `E = 1`. -/
def dimerG : Matrix (Fin 2) (Fin 2) ℂ := !![-I / 3, -I / 3; -I / 3, 1 - I / 3]

/-- The dimer at `E = 1` has Hermitian `H`, Green function `dimerG` and `ΓL = 2 ΓR`;
`H` does not commute with `ΓL`, and the transmission is `8 / 9`. -/
theorem caroli_proportional_witness :
    dimerH.IsHermitian ∧ IsRetardedGreen 1 dimerH dimerSL dimerSR dimerG
      ∧ broadening dimerSL = ((2 : ℝ) : ℂ) • broadening dimerSR
      ∧ dimerH * broadening dimerSL ≠ broadening dimerSL * dimerH
      ∧ caroli (broadening dimerSL) (broadening dimerSR) dimerG = 8 / 9 := by
  have hL : broadening dimerSL = !![4, 0; 0, 0] := by
    ext i j
    fin_cases i <;> fin_cases j <;> simp [broadening, dimerSL, Complex.ext_iff]
    all_goals norm_num
  have hR : broadening dimerSR = !![2, 0; 0, 0] := by
    ext i j
    fin_cases i <;> fin_cases j <;> simp [broadening, dimerSR, Complex.ext_iff]
    all_goals norm_num
  have hM : dysonOperator 1 dimerH dimerSL dimerSR = !![1 + 3 * I, -1; -1, 1] := by
    ext i j
    fin_cases i <;> fin_cases j <;>
      simp [dysonOperator, dimerH, dimerSL, dimerSR, Complex.ext_iff]
    all_goals norm_num
  have hGd : dimerGᴴ = !![I / 3, I / 3; I / 3, 1 + I / 3] := by
    ext i j
    fin_cases i <;> fin_cases j <;> simp [dimerG, Complex.ext_iff]
    all_goals norm_num
  refine ⟨?_, ?_, ?_, ?_, ?_⟩
  · show dimerHᴴ = dimerH
    ext i j
    fin_cases i <;> fin_cases j <;> simp [dimerH]
  · unfold IsRetardedGreen
    rw [hM]
    unfold dimerG
    rw [Matrix.mul_fin_two]
    ext i j
    fin_cases i <;> fin_cases j <;> simp [Complex.ext_iff]
    all_goals norm_num
  · rw [hL, hR]
    ext i j
    fin_cases i <;> fin_cases j <;> simp
    all_goals norm_num
  · rw [hL]
    unfold dimerH
    rw [Matrix.mul_fin_two, Matrix.mul_fin_two]
    intro h
    have h01 := congrFun (congrFun h 0) 1
    simp at h01
  · unfold caroli
    rw [hL, hR, hGd]
    simp only [dimerG, Matrix.mul_fin_two, Matrix.trace_fin_two_of]
    linear_combination (-8 / 9 : ℂ) * Complex.I_mul_I

/-- Left self-energy `-i` on the first of two disconnected sites. -/
def splitSL : Matrix (Fin 2) (Fin 2) ℂ := !![-I, 0; 0, 0]

/-- Right self-energy `-i` on the second of two disconnected sites. -/
def splitSR : Matrix (Fin 2) (Fin 2) ℂ := !![0, 0; 0, -I]

/-- Green function of the two disconnected sites (`H = 0`) at energy `E = 0`. -/
def splitG : Matrix (Fin 2) (Fin 2) ℂ := !![-I, 0; 0, -I]

/-- At `E = 0`, the two disconnected sites with `H = 0` and self-energies `splitSL`, `splitSR` have
the Green function `splitG`, zero transmission and `Tr (ΓL A) = 4`, and the transmission differs
from `Tr (ΓL A) / (1 + c)` for every `c > 0`. -/
theorem caroli_split_counterexample :
    IsRetardedGreen 0 0 splitSL splitSR splitG
      ∧ caroli (broadening splitSL) (broadening splitSR) splitG = 0
      ∧ trace (broadening splitSL * spectral splitG) = 4
      ∧ ∀ c : ℝ, 0 < c → caroli (broadening splitSL) (broadening splitSR) splitG
          ≠ trace (broadening splitSL * spectral splitG) / (1 + (c : ℂ)) := by
  have hL : broadening splitSL = !![2, 0; 0, 0] := by
    ext i j
    fin_cases i <;> fin_cases j <;> simp [broadening, splitSL, Complex.ext_iff]
    all_goals norm_num
  have hR : broadening splitSR = !![0, 0; 0, 2] := by
    ext i j
    fin_cases i <;> fin_cases j <;> simp [broadening, splitSR, Complex.ext_iff]
    all_goals norm_num
  have hS : spectral splitG = !![2, 0; 0, 2] := by
    ext i j
    fin_cases i <;> fin_cases j <;> simp [spectral, splitG, Complex.ext_iff]
    all_goals norm_num
  have hM : dysonOperator 0 0 splitSL splitSR = !![I, 0; 0, I] := by
    ext i j
    fin_cases i <;> fin_cases j <;> simp [dysonOperator, splitSL, splitSR]
  have hGd : splitGᴴ = !![I, 0; 0, I] := by
    ext i j
    fin_cases i <;> fin_cases j <;> simp [splitG]
  have hT : caroli (broadening splitSL) (broadening splitSR) splitG = 0 := by
    unfold caroli
    rw [hL, hR, hGd]
    simp only [splitG, Matrix.mul_fin_two, Matrix.trace_fin_two_of]
    ring
  have hA : trace (broadening splitSL * spectral splitG) = 4 := by
    rw [hL, hS, Matrix.mul_fin_two, Matrix.trace_fin_two_of]
    norm_num
  refine ⟨?_, hT, hA, ?_⟩
  · unfold IsRetardedGreen
    rw [hM]
    unfold splitG
    rw [Matrix.mul_fin_two]
    ext i j
    fin_cases i <;> fin_cases j <;> simp
  · intro c hc
    have hc' : (1 + (c : ℂ)) ≠ 0 := by exact_mod_cast (by linarith : (0 : ℝ) < 1 + c).ne'
    rw [hT, hA]
    exact (div_ne_zero (by norm_num) hc').symm

end

end ProportionalCoupling
```

```lean
#print axioms ProportionalCoupling.caroli_proportional_total
#print axioms ProportionalCoupling.caroli_eq_of_spectral_eq
#print axioms ProportionalCoupling.currentDensity_proportional
#print axioms ProportionalCoupling.caroli_split_counterexample
```

```
'ProportionalCoupling.caroli_proportional_total' depends on axioms: [propext, Classical.choice, Quot.sound]
'ProportionalCoupling.caroli_eq_of_spectral_eq' depends on axioms: [propext, Classical.choice, Quot.sound]
'ProportionalCoupling.currentDensity_proportional' depends on axioms: [propext, Classical.choice, Quot.sound]
'ProportionalCoupling.caroli_split_counterexample' depends on axioms: [propext, Classical.choice, Quot.sound]
```

## How the proof follows the algebra

`dyson_antihermitian` computes M† and then lets `module` compare the two linear combinations of matrices. In `spectral_eq`, `h1` is GM = 1, `h2` is its adjoint, and `h3` is the identity for G − G†. There `noncomm_ring` expands the product without changing the order of the factors.

`trace_spectral` inserts this expression for A and splits the trace. `caroli_eq_spectral_iff` clears the nonzero denominator 1 + c, after which both directions are linear rearrangements. To finish the main theorem, `congrArg` replaces only the second ΓL in T(ΓL,ΓL), and the simplifier pulls out c.

`caroli_proportional_total` starts from the main formula, substitutes ΓL = cΓR and simplifies the fractions. `caroli_eq_of_spectral_eq` applies the main formula to two devices with equal ΓL, c and A, whose transmissions must then agree. In `currentDensity_eq_caroli`, `hless` and `hspec` evaluate the lesser and spectral parts, and i² = −1 produces the cancellation. `currentDensity_proportional` then inserts the main formula.

The two explicit examples are checked entry by entry. In the dimer, both leads sit on the first site, with ΓL = 2ΓR, and H does not commute with ΓL. The transmission is 4 · 2 · |−i/3|² = 8/9, so the hypotheses admit a case with nonzero transmission and internal hopping. `caroli_split_counterexample` treats the disconnected sites from the start of these notes: the transmission is 0, while 4/(1 + c) is nonzero for every c > 0.
